# Lower bound √2 on the length of nonzero vectors of the face-centred cubic lattice with cubic edge 2, and its relation to the cell volume

The face-centred cubic lattice with cubic edge 2 consists of all integer combinations of the primitive vectors (0,1,1), (1,0,1) and (1,1,0). The theorem states that every such combination with coefficients not all zero has length at least √2. It also states that (√2)³ = √2 V, where V is the volume of the primitive cell, written as the absolute value of the determinant of the primitive vectors. This is pure geometry of an infinite lattice, with no electrons or Hamiltonian, and no comparison with other lattices is proved. For the first part the attempt writes the squared length as twice an integer and shows that this integer is at least 1; for the second it computes the determinant as 2.

In Lean, a first try:

```lean
import Mathlib

open Matrix
open scoped InnerProductSpace

namespace FccSharp

noncomputable section

/-- The lattice point `A m` with integer coordinates `m`; the columns of `A` are the
primitive vectors. -/
def site (A : Matrix (Fin 3) (Fin 3) ℝ) (m : Fin 3 → ℤ) : EuclideanSpace ℝ (Fin 3) :=
  WithLp.toLp 2 (A *ᵥ fun i => (m i : ℝ))

/-- The primitive vectors of the face-centred cubic lattice with cubic edge 2. -/
def fcc : Matrix (Fin 3) (Fin 3) ℝ := !![0, 1, 1; 1, 0, 1; 1, 1, 0]

/-- In the face-centred cubic lattice all nonzero vectors have length at least `√2`, and with
`d = √2` the bound `d³ ≤ √2 |det A|` is an equality. -/
theorem fcc_sharp :
    (∀ m, m ≠ 0 → √2 ≤ ‖site fcc m‖) ∧ √2 ^ 3 = √2 * |fcc.det| := by
  constructor
  · intro m hm
    have e : ‖site fcc m‖ ^ 2 = 2 * ((m 0 ^ 2 + m 1 ^ 2 + m 2 ^ 2 + m 0 * m 1 + m 0 * m 2
        + m 1 * m 2 : ℤ) : ℝ) := by
      rw [EuclideanSpace.norm_sq_eq]
      simp [site, fcc, mulVec, dotProduct, Fin.sum_univ_three]
      ring
    -- the squared length is twice a positive integer
    have hQ : 1 ≤ m 0 ^ 2 + m 1 ^ 2 + m 2 ^ 2 + m 0 * m 1 + m 0 * m 2 + m 1 * m 2 := by
      by_contra hlt
      have hle : m 0 ^ 2 + m 1 ^ 2 + m 2 ^ 2 + m 0 * m 1 + m 0 * m 2 + m 1 * m 2 ≤ 0 := by
        linarith [Int.lt_add_one_iff.1 (show _ < (0 : ℤ) + 1 from not_le.1 hlt)]
      have s1 := sq_nonneg (m 0 + m 1)
      have s2 := sq_nonneg (m 0 + m 2)
      have s3 := sq_nonneg (m 1 + m 2)
      have z1 : m 0 + m 1 = 0 := pow_eq_zero_iff two_ne_zero |>.1 (by linarith)
      have z2 : m 0 + m 2 = 0 := pow_eq_zero_iff two_ne_zero |>.1 (by linarith)
      have z3 : m 1 + m 2 = 0 := pow_eq_zero_iff two_ne_zero |>.1 (by linarith)
      apply hm
      ext i
      fin_cases i
      · show m 0 = 0
        omega
      · show m 1 = 0
        omega
      · show m 2 = 0
        omega
    have hQ' : (1 : ℝ) ≤ ((m 0 ^ 2 + m 1 ^ 2 + m 2 ^ 2 + m 0 * m 1 + m 0 * m 2
        + m 1 * m 2 : ℤ) : ℝ) := by exact_mod_cast hQ
    exact Real.sqrt_le_iff.2 ⟨norm_nonneg _, by rw [e]; linarith⟩
  · have hdet : fcc.det = 2 := by
      rw [fcc, det_fin_three]
      norm_num [Matrix.of_apply, Matrix.cons_val]
    have hs : √2 ^ 2 = 2 := Real.sq_sqrt (by norm_num)
    rw [hdet, abs_of_pos (by norm_num : (0 : ℝ) < 2)]
    linear_combination √2 * hs

end

end FccSharp
```

Compiling this gives:

```
Main.lean:52:31: error: unsolved goals
⊢ -vecCons (![0, 1, 1] 2) (fun i => vecCons (![1, 0, 1] 2) (fun i => ![1, 1, 0] 2) i) 2 +
        ![1, 0, 1] 2 * vecCons 0 (fun i => vecCons 1 (fun i => 1) i) 2 +
      ![0, 1, 1] 2 * vecCons 1 (fun i => vecCons 0 (fun i => 1) i) 2 =
    2
Main.lean:27:23: warning: This simp argument is unused:
  mulVec

Hint: Omit it from the simp argument list.
  [apply] simp [site, fcc, dotProduct, Fin.sum_univ_three]

Note: This linter can be disabled with `set_option linter.unusedSimpArgs false`
```

This version goes through:

```diff
@@ -25,5 +25,5 @@
         + m 1 * m 2 : ℤ) : ℝ) := by
       rw [EuclideanSpace.norm_sq_eq]
-      simp [site, fcc, mulVec, dotProduct, Fin.sum_univ_three]
+      simp [site, fcc, dotProduct, Fin.sum_univ_three]
       ring
     -- the squared length is twice a positive integer
@@ -52,5 +52,6 @@
   · have hdet : fcc.det = 2 := by
       rw [fcc, det_fin_three]
-      norm_num [Matrix.of_apply, Matrix.cons_val]
+      change (0 : ℝ) * 0 * 0 - 0 * 1 * 1 - 1 * 1 * 0 + 1 * 1 * 1 + 1 * 1 * 1 - 1 * 0 * 1 = 2
+      norm_num
     have hs : √2 ^ 2 = 2 := Real.sq_sqrt (by norm_num)
     rw [hdet, abs_of_pos (by norm_num : (0 : ℝ) < 2)]
```

What went wrong. The error is in the proof of `fcc.det = 2`. After `det_fin_three` expands the determinant into products of matrix entries, `norm_num` has to read off those entries and do the arithmetic. Entries at indices 0 and 1 are read off by ordinary simp lemmas, but the goal left over still contains terms such as `![0, 1, 1] 2`. Evaluating index 2 is the job of `Matrix.cons_val`, which is a simproc (a small program that `simp` can run) and not a lemma. `norm_num` does not run simprocs, even when they are listed in its brackets, so these entries stay unevaluated and the arithmetic cannot be finished.

The repair uses `change` to restate the goal with all the entries written as numbers. Lean accepts this because the two forms are equal by definition, which it checks by unfolding the matrix. The plain `norm_num` that follows has only real-number arithmetic left to do, and the list of lemmas is no longer needed.

The other message is a warning that `mulVec` is unused in the `simp` call for the squared length. The default simp lemmas already multiply out a matrix written entry by entry, so the definition of `mulVec` is never needed. Removing it silences the warning and has no bearing on the error.
